# Plane waves give all the energy levels of a uniform tight-binding ring

An electron hops around a closed ring of $N$ identical sites, as in the Hückel picture of the π electrons of benzene. Each site has energy $\alpha$, and neighbouring sites are coupled by $\beta$. I know the usual result: waves running around the ring are stationary states, with energies $\alpha+2\beta\cos(2\pi k/N)$. I would like to see this made rigorous and checked by a machine, including the fact that no other energies occur. How does that go?

## From translation phases to the complete spectrum

Label the sites by integers $j$ modulo $N$, with $N\ge 1$. For real $\alpha,\beta$ the Hamiltonian acts on complex amplitudes $\psi(j)$ by

$$(H\psi)(j)=\alpha\,\psi(j)+\beta\,[\psi(j+1)+\psi(j-1)].$$

For an integer $k$, put $w_k(j)=e^{2\pi i kj/N}$. Replacing $j$ by $j+N$ multiplies this by $e^{2\pi i k}=1$, so $w_k$ is well defined on the ring. It is nonzero because an exponential never vanishes. With $\theta=2\pi k/N$, a step forward or backward gives $w_k(j\pm1)=e^{\pm i\theta}w_k(j)$, hence

$$(Hw_k)(j)=[\alpha+\beta(e^{i\theta}+e^{-i\theta})]\,w_k(j)=E_k\,w_k(j),\qquad E_k=\alpha+2\beta\cos\frac{2\pi k}{N}.$$

To exclude other eigenvalues, use the scalar product $\langle\varphi|\psi\rangle=\sum_j\overline{\varphi(j)}\,\psi(j)$. Shifting the summation index around the ring gives

$$\sum_j\overline{\varphi(j)}\,\psi(j\pm1)=\sum_j\overline{\varphi(j\mp1)}\,\psi(j).$$

The two hopping terms therefore exchange roles, and since $\alpha,\beta$ are real, $\langle\varphi|H\psi\rangle=\langle H\varphi|\psi\rangle$.

Since $\overline{w_k}=w_{-k}$, the overlap of two waves is $\langle w_k|w_l\rangle=\sum_{j=0}^{N-1}q^j$ with $q=e^{2\pi i(l-k)/N}$. If $k\equiv l$ modulo $N$, then $q=1$ and the sum is $N$. Otherwise $q\ne1$ but $q^N=1$, so the sum is $(q^N-1)/(q-1)=0$. The normalised states are thus $w_k/\sqrt N$. The same geometric sum, taken over $k$, gives

$$\frac1N\sum_{k=0}^{N-1}\langle w_k|\psi\rangle\,w_k(j)=\sum_m\psi(m)\,\frac1N\sum_{k=0}^{N-1}e^{2\pi i k(j-m)/N}=\psi(j).$$

Now let $H\psi=\mu\psi$ with $\psi\neq0$ and $\mu$ complex. Self-adjointness and the reality of $E_k$ give

$$\mu\langle w_k|\psi\rangle=\langle w_k|H\psi\rangle=\langle Hw_k|\psi\rangle=E_k\langle w_k|\psi\rangle.$$

If $\mu$ differed from every $E_k$, all coefficients $\langle w_k|\psi\rangle$ would vanish, and the expansion would force $\psi=0$. So $\mu$ is one of $E_0,\dots,E_{N-1}$.

Three consequences follow:

- Every eigenvalue is real and lies within $2|\beta|$ of $\alpha$, because $|\cos|\le1$.
- Cosine is even, so $E_{-k}=E_k$. The waves $w_k$ and $w_{-k}$ are orthogonal exactly when $k\not\equiv-k$ modulo $N$, that is, when $N\nmid 2k$.
- For $N=6$ the cosines for $k=0,\dots,5$ are $1,\tfrac12,-\tfrac12,-1,-\tfrac12,\tfrac12$, so the eigenvalues are $\alpha\pm2\beta$ and $\alpha\pm\beta$.

## What the theorems say about the ring

A state is a function `ZMod N → ℂ`; arithmetic in `ZMod N` closes the chain into a ring, and `NeZero N` says $N\ge1$. The Hamiltonian `ringH` is a complex-linear map with real parameters. `wave N k` is the unnormalised $w_k$, computed from the site number `j.val` in $0,\dots,N-1$. `bandEnergy` is the real number $E_k$, and `braket` is conjugate-linear in its first argument.

`wave_eigenvector` states, for every integer `k`, both that the wave is nonzero and that $Hw_k=E_kw_k$. `ring_spectrum` says that a complex `μ` has a nonzero eigenvector if and only if it equals $E_k$ for some natural number `k < N`. This describes the set of eigenvalues, not their multiplicities.

The definition also fixes what happens on very small rings. For $N=2$ both neighbours are the same site, so the coupling counts twice and the levels are $\alpha\pm2\beta$, whereas a molecule with one bond has $\alpha\pm\beta$. For $N=1$ the single level is $\alpha+2\beta$.

In electronic structure, for $N\ge3$ the $E_k$ are the Hückel π-orbital energies of a single conjugated ring of $N$ identical atoms, within a non-interacting model with equal bonds and orthogonal site orbitals. Electron filling, bond alternation and the limit of large $N$ are not treated.

```lean
import Mathlib

open Complex ComplexConjugate
open scoped Real

namespace HueckelRing

noncomputable section

variable (N : ℕ) [NeZero N]

/-- Nearest-neighbour Hamiltonian on a ring of `N` sites with on-site energy `α` and
hopping `β`: `(Hψ)(j) = α ψ(j) + β (ψ(j+1) + ψ(j-1))`. -/
def ringH (α β : ℝ) : (ZMod N → ℂ) →ₗ[ℂ] (ZMod N → ℂ) where
  toFun ψ := fun j => α * ψ j + β * (ψ (j + 1) + ψ (j - 1))
  map_add' φ ψ := by
    funext j
    simp only [Pi.add_apply]
    ring
  map_smul' c ψ := by
    funext j
    simp only [Pi.smul_apply, smul_eq_mul, RingHom.id_apply]
    ring

/-- The plane wave `exp(2 π i k j / N)` on the ring, with the site `j` represented by its
number in `0, …, N-1`. -/
def wave (k : ℤ) (j : ZMod N) : ℂ :=
  Complex.exp (2 * π * I * k * (j.val : ℕ) / N)

/-- The band energy `α + 2 β cos(2 π k / N)`. -/
def bandEnergy (α β : ℝ) (k : ℤ) : ℝ :=
  α + 2 * β * Real.cos (2 * π * k / N)

/-- The scalar product `⟨φ|ψ⟩ = ∑ j, conj(φ j) ψ j` of two states on the ring. -/
def braket (φ ψ : ZMod N → ℂ) : ℂ :=
  ∑ j, conj (φ j) * ψ j

/-- The plane wave at site `j` is the standard additive character of `ZMod N` at `k j`. -/
theorem wave_eq_char (k : ℤ) (j : ZMod N) :
    wave N k j = (ZMod.stdAddChar (N := N)) ((k : ZMod N) * j) := by
  have h : (k : ZMod N) * j = ((k * (j.val : ℤ) : ℤ) : ZMod N) := by
    rw [Int.cast_mul, Int.cast_natCast, ZMod.natCast_zmod_val]
  rw [h, ZMod.stdAddChar_coe]
  unfold wave
  congr 1
  rw [Int.cast_mul, Int.cast_natCast]
  ring

/-- At the site labelled by any integer `m` the wave equals `exp(2 π i k m / N)`. -/
theorem wave_intCast (k m : ℤ) :
    wave N k (m : ZMod N) = Complex.exp (2 * π * I * k * m / N) := by
  rw [wave_eq_char, ← Int.cast_mul, ZMod.stdAddChar_coe]
  congr 1
  push_cast
  ring

/-- Translating by `m` sites multiplies the wave by the phase `exp(2 π i k m / N)`. -/
theorem wave_translate (k m : ℤ) (j : ZMod N) :
    wave N k (j + (m : ZMod N)) = Complex.exp (2 * π * I * k * m / N) * wave N k j := by
  rw [← wave_intCast N k m]
  simp only [wave_eq_char]
  rw [mul_add, AddChar.map_add_eq_mul]
  exact mul_comm _ _

/-- For every integer `k` the plane wave is nonzero and is an eigenvector of the ring
Hamiltonian with eigenvalue `α + 2 β cos(2 π k / N)`. -/
theorem wave_eigenvector (α β : ℝ) (k : ℤ) :
    wave N k ≠ 0 ∧ ringH N α β (wave N k) = (bandEnergy N α β k : ℂ) • wave N k := by
  constructor
  · intro h
    have h0 := congrFun h 0
    unfold wave at h0
    exact Complex.exp_ne_zero _ h0
  · funext j
    obtain ⟨θ, hθ⟩ : ∃ θ : ℂ, θ = 2 * π * k / N := ⟨_, rfl⟩
    -- one step forward gives the phase exp(iθ)
    have hp : wave N k (j + 1) = Complex.exp (θ * I) * wave N k j := by
      have e1 : j + 1 = j + ((1 : ℤ) : ZMod N) := by simp
      have a1 : (2 * π * I * k * ((1 : ℤ) : ℂ) / N : ℂ) = θ * I := by
        rw [hθ]; push_cast; ring
      rw [e1, wave_translate, a1]
    -- one step backward gives the phase exp(-iθ)
    have hm : wave N k (j - 1) = Complex.exp (-θ * I) * wave N k j := by
      have e2 : j - 1 = j + ((-1 : ℤ) : ZMod N) := by simp [sub_eq_add_neg]
      have a2 : (2 * π * I * k * ((-1 : ℤ) : ℂ) / N : ℂ) = -θ * I := by
        rw [hθ]; push_cast; ring
      rw [e2, wave_translate, a2]
    have hE : (bandEnergy N α β k : ℂ) = α + β * (2 * Complex.cos θ) := by
      rw [hθ]
      unfold bandEnergy
      push_cast
      ring
    show (α : ℂ) * wave N k j + β * (wave N k (j + 1) + wave N k (j - 1))
      = (bandEnergy N α β k : ℂ) * wave N k j
    -- the two phases add up to 2 cos θ
    rw [hp, hm, hE, Complex.two_cos]
    ring

omit [NeZero N] in
/-- The complex conjugate of the wave `k` is the wave `-k`. -/
theorem wave_conj (k : ℤ) (j : ZMod N) : conj (wave N k j) = wave N (-k) j := by
  unfold wave
  rw [← Complex.exp_conj]
  congr 1
  simp only [map_div₀, map_mul, Complex.conj_ofReal, Complex.conj_I, map_intCast,
    map_natCast, map_ofNat]
  rw [Int.cast_neg]
  ring

/-- The ring Hamiltonian is self-adjoint: `⟨φ|Hψ⟩ = ⟨Hφ|ψ⟩`. -/
theorem ringH_selfAdjoint (α β : ℝ) (φ ψ : ZMod N → ℂ) :
    braket N φ (ringH N α β ψ) = braket N (ringH N α β φ) ψ := by
  have happ : ∀ (χ : ZMod N → ℂ) (j : ZMod N),
      ringH N α β χ j = α * χ j + β * (χ (j + 1) + χ (j - 1)) := fun _ _ => rfl
  -- shift the summation index by one site around the ring
  have h1 : ∑ j, conj (φ j) * ψ (j + 1) = ∑ j, conj (φ (j - 1)) * ψ j := by
    exact Fintype.sum_equiv (Equiv.addRight 1) _ _ (fun j => by simp)
  have h2 : ∑ j, conj (φ j) * ψ (j - 1) = ∑ j, conj (φ (j + 1)) * ψ j := by
    symm
    exact Fintype.sum_equiv (Equiv.addRight 1) _ _ (fun j => by simp)
  calc braket N φ (ringH N α β ψ)
      = α * ∑ j, conj (φ j) * ψ j
        + β * (∑ j, conj (φ j) * ψ (j + 1) + ∑ j, conj (φ j) * ψ (j - 1)) := by
        unfold braket
        rw [← Finset.sum_add_distrib, Finset.mul_sum, Finset.mul_sum,
          ← Finset.sum_add_distrib]
        refine Finset.sum_congr rfl fun j _ => ?_
        rw [happ]
        ring
    _ = α * ∑ j, conj (φ j) * ψ j
        + β * (∑ j, conj (φ (j - 1)) * ψ j + ∑ j, conj (φ (j + 1)) * ψ j) := by
        rw [h1, h2]
    _ = braket N (ringH N α β φ) ψ := by
        unfold braket
        rw [← Finset.sum_add_distrib, Finset.mul_sum, Finset.mul_sum,
          ← Finset.sum_add_distrib]
        refine Finset.sum_congr rfl fun j _ => ?_
        rw [happ]
        simp only [map_add, map_mul, Complex.conj_ofReal]
        ring

/-- The scalar product of the waves `k` and `l` is `N` if `k ≡ l` modulo `N` and zero
otherwise. -/
theorem wave_orthogonal (k l : ℤ) :
    braket N (wave N k) (wave N l)
      = if (k : ZMod N) = (l : ZMod N) then (N : ℂ) else 0 := by
  have hterm : ∀ j : ZMod N, conj (wave N k j) * wave N l j
      = (ZMod.stdAddChar (N := N)) (j * ((l : ZMod N) - (k : ZMod N))) := by
    intro j
    rw [wave_conj, wave_eq_char, wave_eq_char, ← AddChar.map_add_eq_mul]
    congr 1
    push_cast
    ring
  unfold braket
  simp only [hterm]
  -- sum of a character over the whole ring
  rw [AddChar.sum_mulShift _ (ZMod.isPrimitive_stdAddChar N)]
  by_cases h : (k : ZMod N) = (l : ZMod N)
  · simp [h, ZMod.card]
  · have h' : ¬ ((l : ZMod N) - (k : ZMod N) = 0) := sub_ne_zero.mpr (Ne.symm h)
    simp [h, h']

/-- Every state on the ring is `ψ = (1/N) ∑ ⟨wave k|ψ⟩ wave k`, the sum running over
`k = 0, …, N-1`. -/
theorem wave_expansion (ψ : ZMod N → ℂ) (j : ZMod N) :
    ψ j = (N : ℂ)⁻¹ *
      ∑ κ : ZMod N, braket N (wave N (κ.val : ℤ)) ψ * wave N (κ.val : ℤ) j := by
  have hN : (N : ℂ) ≠ 0 := Nat.cast_ne_zero.mpr (NeZero.ne N)
  have hterm : ∀ κ m : ZMod N,
      conj (wave N (κ.val : ℤ) m) * ψ m * wave N (κ.val : ℤ) j
        = ψ m * (ZMod.stdAddChar (N := N)) (κ * (j - m)) := by
    intro κ m
    rw [wave_conj, wave_eq_char, wave_eq_char]
    have h : κ * (j - m)
        = ((-(κ.val : ℤ) : ℤ) : ZMod N) * m + (((κ.val : ℤ) : ℤ) : ZMod N) * j := by
      rw [Int.cast_neg, Int.cast_natCast, ZMod.natCast_zmod_val]
      ring
    rw [h, AddChar.map_add_eq_mul]
    ring
  -- closure relation: the sum over wave numbers is N times a Kronecker delta
  have hsum : ∀ m : ZMod N, ∑ κ : ZMod N, (ZMod.stdAddChar (N := N)) (κ * (j - m))
      = if j = m then (N : ℂ) else 0 := by
    intro m
    rw [AddChar.sum_mulShift _ (ZMod.isPrimitive_stdAddChar N)]
    by_cases h : j = m
    · simp [h, ZMod.card]
    · have h' : ¬ (j - m = 0) := sub_ne_zero.mpr h
      simp [h, h']
  have htot : ∑ κ : ZMod N, braket N (wave N (κ.val : ℤ)) ψ * wave N (κ.val : ℤ) j
      = N * ψ j := by
    unfold braket
    simp only [Finset.sum_mul, hterm]
    rw [Finset.sum_comm]
    simp only [← Finset.mul_sum, hsum]
    simp [mul_comm]
  rw [htot, ← mul_assoc, inv_mul_cancel₀ hN, one_mul]

/-- A complex number is an eigenvalue of the ring Hamiltonian exactly when it equals
`α + 2 β cos(2 π k / N)` for some `k` in `0, …, N-1`. -/
theorem ring_spectrum (α β : ℝ) (μ : ℂ) :
    (∃ ψ : ZMod N → ℂ, ψ ≠ 0 ∧ ringH N α β ψ = μ • ψ) ↔
      ∃ k : ℕ, k < N ∧ μ = (bandEnergy N α β (k : ℤ) : ℂ) := by
  constructor
  · rintro ⟨ψ, hψ, hH⟩
    by_contra hno
    -- if μ is off the band, every Fourier coefficient of ψ vanishes
    have hc : ∀ κ : ZMod N, braket N (wave N (κ.val : ℤ)) ψ = 0 := by
      intro κ
      have h := ringH_selfAdjoint N α β (wave N (κ.val : ℤ)) ψ
      rw [hH, (wave_eigenvector N α β (κ.val : ℤ)).2] at h
      have l : braket N (wave N (κ.val : ℤ)) (μ • ψ)
          = μ * braket N (wave N (κ.val : ℤ)) ψ := by
        unfold braket
        rw [Finset.mul_sum]
        refine Finset.sum_congr rfl fun j _ => ?_
        simp only [Pi.smul_apply, smul_eq_mul]
        ring
      have r : braket N ((bandEnergy N α β (κ.val : ℤ) : ℂ) • wave N (κ.val : ℤ)) ψ
          = (bandEnergy N α β (κ.val : ℤ) : ℂ) * braket N (wave N (κ.val : ℤ)) ψ := by
        unfold braket
        rw [Finset.mul_sum]
        refine Finset.sum_congr rfl fun j _ => ?_
        simp only [Pi.smul_apply, smul_eq_mul, map_mul, Complex.conj_ofReal]
        ring
      rw [l, r] at h
      have h0 : (μ - (bandEnergy N α β (κ.val : ℤ) : ℂ))
          * braket N (wave N (κ.val : ℤ)) ψ = 0 := by
        linear_combination h
      exact (mul_eq_zero.mp h0).resolve_left
        (sub_ne_zero.mpr (fun e => hno ⟨κ.val, ZMod.val_lt κ, e⟩))
    apply hψ
    funext j
    rw [wave_expansion N ψ j]
    simp only [hc, zero_mul, Finset.sum_const_zero, mul_zero, Pi.zero_apply]
  · rintro ⟨k, -, hk⟩
    refine ⟨wave N (k : ℤ), (wave_eigenvector N α β (k : ℤ)).1, ?_⟩
    rw [hk]
    exact (wave_eigenvector N α β (k : ℤ)).2

/-- Every eigenvalue of the ring Hamiltonian is real and lies within `2 |β|` of `α`. -/
theorem eigenvalue_in_band (α β : ℝ) (μ : ℂ) (ψ : ZMod N → ℂ) (hψ : ψ ≠ 0)
    (hH : ringH N α β ψ = μ • ψ) : μ.im = 0 ∧ |μ.re - α| ≤ 2 * |β| := by
  obtain ⟨k, -, hk⟩ := (ring_spectrum N α β μ).mp ⟨ψ, hψ, hH⟩
  rw [hk]
  refine ⟨Complex.ofReal_im _, ?_⟩
  rw [Complex.ofReal_re]
  unfold bandEnergy
  rw [add_sub_cancel_left, abs_mul, abs_mul, abs_two]
  exact mul_le_of_le_one_right (by positivity) (Real.abs_cos_le_one _)

/-- The wave numbers `k` and `-k` have the same band energy, and the two waves are
orthogonal exactly when `N` does not divide `2 k`. -/
theorem degenerate_pair (α β : ℝ) (k : ℤ) :
    bandEnergy N α β (-k) = bandEnergy N α β k ∧
      (braket N (wave N k) (wave N (-k)) = 0 ↔ ¬ (N : ℤ) ∣ 2 * k) := by
  have hN : (N : ℂ) ≠ 0 := Nat.cast_ne_zero.mpr (NeZero.ne N)
  constructor
  · unfold bandEnergy
    have h : (2 * π * ((-k : ℤ) : ℝ) / N : ℝ) = -(2 * π * k / N) := by
      push_cast
      ring
    rw [h, Real.cos_neg]
  · have hdvd : ((2 * k : ℤ) : ZMod N) = 0 ↔ (N : ℤ) ∣ 2 * k :=
      ZMod.intCast_zmod_eq_zero_iff_dvd _ _
    have hiff : ((k : ZMod N) = ((-k : ℤ) : ZMod N)) ↔ (N : ℤ) ∣ 2 * k := by
      rw [← hdvd]
      push_cast
      constructor <;> intro h <;> linear_combination h
    rw [wave_orthogonal]
    by_cases hd : (N : ℤ) ∣ 2 * k
    · rw [if_pos (hiff.mpr hd)]
      exact ⟨fun h => absurd h hN, fun h => absurd hd h⟩
    · rw [if_neg (mt hiff.mp hd)]
      exact ⟨fun _ => hd, fun _ => rfl⟩

/-- For the six-membered ring the eigenvalues are exactly `α + 2β`, `α + β`, `α - β` and
`α - 2β`. -/
theorem six_ring_spectrum (α β : ℝ) (μ : ℂ) :
    (∃ ψ : ZMod 6 → ℂ, ψ ≠ 0 ∧ ringH 6 α β ψ = μ • ψ) ↔
      (μ = α + 2 * β ∨ μ = α + β ∨ μ = α - β ∨ μ = α - 2 * β) := by
  have key : ∀ (k : ℕ) (x c : ℝ), 2 * π * (k : ℝ) / 6 = x → Real.cos x = c →
      bandEnergy 6 α β (k : ℤ) = α + 2 * β * c := by
    intro k x c hx hc
    subst hc
    subst hx
    simp only [bandEnergy, Int.cast_natCast, Nat.cast_ofNat]
  -- the six cosines
  have e0 := key 0 0 1 (by simp) Real.cos_zero
  have e1 := key 1 (π / 3) (1 / 2) (by push_cast; ring) Real.cos_pi_div_three
  have e2 := key 2 (π - π / 3) (-(1 / 2)) (by push_cast; ring)
    (by rw [Real.cos_pi_sub, Real.cos_pi_div_three])
  have e3 := key 3 π (-1) (by push_cast; ring) Real.cos_pi
  have e4 := key 4 (π / 3 + π) (-(1 / 2)) (by push_cast; ring)
    (by rw [Real.cos_add_pi, Real.cos_pi_div_three])
  have e5 := key 5 (2 * π - π / 3) (1 / 2) (by push_cast; ring)
    (by rw [Real.cos_two_pi_sub, Real.cos_pi_div_three])
  rw [ring_spectrum 6 α β μ]
  constructor
  · rintro ⟨k, hk, hμ⟩
    have hcases : k = 0 ∨ k = 1 ∨ k = 2 ∨ k = 3 ∨ k = 4 ∨ k = 5 := by omega
    rcases hcases with rfl | rfl | rfl | rfl | rfl | rfl
    · left
      rw [hμ, e0]; push_cast; ring
    · right; left
      rw [hμ, e1]; push_cast; ring
    · right; right; left
      rw [hμ, e2]; push_cast; ring
    · right; right; right
      rw [hμ, e3]; push_cast; ring
    · right; right; left
      rw [hμ, e4]; push_cast; ring
    · right; left
      rw [hμ, e5]; push_cast; ring
  · rintro (h | h | h | h)
    · exact ⟨0, by norm_num, by rw [h, e0]; push_cast; ring⟩
    · exact ⟨1, by norm_num, by rw [h, e1]; push_cast; ring⟩
    · exact ⟨2, by norm_num, by rw [h, e2]; push_cast; ring⟩
    · exact ⟨3, by norm_num, by rw [h, e3]; push_cast; ring⟩

end

end HueckelRing
```

```lean
#print axioms HueckelRing.eigenvalue_in_band
-- 'HueckelRing.eigenvalue_in_band' depends on axioms: [propext, Classical.choice, Quot.sound]
#print axioms HueckelRing.degenerate_pair
-- 'HueckelRing.degenerate_pair' depends on axioms: [propext, Classical.choice, Quot.sound]
#print axioms HueckelRing.six_ring_spectrum
-- 'HueckelRing.six_ring_spectrum' depends on axioms: [propext, Classical.choice, Quot.sound]
```

## How the Lean proof follows the calculation

`wave_eq_char` identifies the wave with Mathlib's standard additive character of `ZMod N`, evaluated at $kj$. This handles periodicity: `wave_intCast` allows any integer label for a site, and `wave_translate` turns a translation into a phase. In `wave_eigenvector`, evaluating at site 0 shows that the wave is nonzero. The steps `hp` and `hm` are the phases $e^{\pm i\theta}$, and `Complex.two_cos` combines them into the cosine.

`wave_conj` gives $\overline{w_k}=w_{-k}$. In `ringH_selfAdjoint`, the index shifts are `h1` and `h2`, both obtained from the bijection `Equiv.addRight 1`. For `wave_orthogonal` and `wave_expansion`, the lemma `AddChar.sum_mulShift` takes the place of the geometric series; the expansion also exchanges the sums over sites and wave numbers with `Finset.sum_comm`.

The forward direction of `ring_spectrum` argues by contradiction. Its step `hc` derives $(\mu-E_k)\langle w_k|\psi\rangle=0$ and cancels the nonzero first factor, after which `wave_expansion` makes $\psi$ vanish. The reverse direction supplies the wave itself as the eigenvector.

`eigenvalue_in_band` combines this result with the bound on the cosine. `degenerate_pair` uses the evenness of the cosine and translates $k\equiv-k$ into divisibility of $2k$ by $N$. `six_ring_spectrum` evaluates the six cosines in `e0` to `e5` and then checks each `k` in turn.
